# Relaxation-time phonon conductivity is isotropic under cubic symmetry of the modes

Hold a crystal in a steady temperature gradient. Each phonon mode carries energy along its own group velocity, so the heat current need not be antiparallel to the gradient, and the conductivity is a tensor. When does it reduce to a single number?

Take finitely many modes $i$, labelled for instance by branch and wavevector, with heat capacity per volume $C_i$, relaxation time $\tau_i$ and group velocity $v_i\in\mathbb R^d$. In Lean the modes form a finite type `ι`, and `v i a` is the Cartesian component $v_{ia}$.

```lean
import Mathlib

open Matrix

namespace PhononConductivity

noncomputable section
```

## Symmetry, speed and conductivity

Cubic symmetry is assumed of the spectrum, not derived from a crystal structure. For each sign flip of one velocity component and each exchange of two components, some permutation $\sigma$ of the modes produces the transformed velocities and satisfies $C_{\sigma(i)}=C_i$, $\tau_{\sigma(i)}=\tau_i$.

```lean
/-- Cubic symmetry of a phonon spectrum: every sign flip of one velocity component and every
exchange of two components is realised by a permutation of the modes that preserves heat
capacities and relaxation times. -/
structure CubicSymmetry {ι : Type*} {d : ℕ} (C τ : ι → ℝ) (v : ι → Fin d → ℝ) : Prop where
  flip : ∀ a, ∃ σ : Equiv.Perm ι, ∀ i, C (σ i) = C i ∧ τ (σ i) = τ i ∧
    v (σ i) = Function.update (v i) a (-(v i a))
  swap : ∀ a b, ∃ σ : Equiv.Perm ι, ∀ i, C (σ i) = C i ∧ τ (σ i) = τ i ∧
    v (σ i) = fun c => v i (Equiv.swap a b c)
```

The speed is $|w|=\sqrt{w\cdot w}$.

```lean
/-- The Euclidean length of a group velocity. -/
def speed {d : ℕ} (w : Fin d → ℝ) : ℝ := √(w ⬝ᵥ w)
```

An example will use velocities with components $\pm s$, whose speed is $\sqrt d\,|s|$.

```lean
/-- Velocities pointing to the corners of a cube: each component is `s` or `-s`. -/
def cornerVelocity {d : ℕ} (s : ℝ) (i : Fin d → Bool) : Fin d → ℝ :=
  fun a => if i a then s else -s
```

The conductivity tensor is
$$\kappa=\sum_i C_i\tau_i\,v_iv_i^{\mathsf T},$$
where `vecMulVec` forms the outer product.

```lean
variable {ι : Type*} [Fintype ι] {d : ℕ}

/-- The thermal conductivity tensor `∑ C τ v vᵀ` of a finite set of phonon modes. -/
def conductivity (C τ : ι → ℝ) (v : ι → Fin d → ℝ) : Matrix (Fin d) (Fin d) ℝ :=
  ∑ i, (C i * τ i) • vecMulVec (v i) (v i)
```

If $e_i$ is the deviation of mode $i$'s energy density from equilibrium, the heat flux is $\sum_i e_iv_i$.

```lean
/-- The heat flux carried by modes with energy deviations `e` and group velocities `v`. -/
def heatFlux (e : ι → ℝ) (v : ι → Fin d → ℝ) : Fin d → ℝ := ∑ i, e i • v i
```

Squaring the speed gives $|w|^2=\sum_a w_a^2$, since the sum under the root is nonnegative.

```lean
/-- The squared speed is the sum of the squared velocity components. -/
theorem speed_sq (w : Fin d → ℝ) : speed w ^ 2 = ∑ a, w a * w a :=
  Real.sq_sqrt (Finset.sum_nonneg fun a _ => mul_self_nonneg (w a))
```

In components, $\kappa_{ab}=\sum_i C_i\tau_i v_{ia}v_{ib}$.

```lean
/-- The Cartesian components of the conductivity tensor. -/
theorem conductivity_apply (C τ : ι → ℝ) (v : ι → Fin d → ℝ) (a b : Fin d) :
    conductivity C τ v a b = ∑ i, C i * τ i * v i a * v i b := by
  simp [conductivity, Matrix.sum_apply, vecMulVec_apply, mul_assoc]
```

## From the Boltzmann equation to Fourier's law

For a vector $g$, exchanging the sums over $b$ and $i$ gives
$$(\kappa g)_a=\sum_b\sum_i C_i\tau_i v_{ia}v_{ib}g_b=\sum_i C_i\tau_i(v_i\cdot g)\,v_{ia}.$$

```lean
/-- The conductivity tensor applied to a vector `g` is the sum of the mode velocities weighted
by `C τ (v · g)`. -/
theorem conductivity_mulVec (C τ : ι → ℝ) (v : ι → Fin d → ℝ) (g : Fin d → ℝ) :
    conductivity C τ v *ᵥ g = ∑ i, (C i * τ i * (v i ⬝ᵥ g)) • v i := by
  ext a
  simp only [mulVec, dotProduct, conductivity_apply, Finset.sum_apply, Pi.smul_apply,
    smul_eq_mul, Finset.sum_mul, Finset.mul_sum]
  rw [Finset.sum_comm]
  exact Finset.sum_congr rfl fun i _ => Finset.sum_congr rfl fun b _ => by ring
```

Let $g=\nabla T$. To first order in the gradient, the stationary Boltzmann equation in the relaxation-time approximation is $C_i\,v_i\cdot g=-e_i/\tau_i$: drift along the gradient balances the decay of each mode at its own rate. For $\tau_i\neq0$ it gives $e_i=-C_i\tau_i(v_i\cdot g)$, hence $\sum_i e_iv_i=-\kappa g$. The equation is the hypothesis `hB`; scattering that couples the modes is not treated.

```lean
/-- Fourier's law: if all relaxation times are nonzero and the energy deviations `e` of the modes
solve the stationary Boltzmann equation in the relaxation-time approximation for a temperature
gradient `g`, the heat flux is `-κ g`. -/
theorem fourier_law (C τ e : ι → ℝ) (v : ι → Fin d → ℝ) (g : Fin d → ℝ)
    (hτ : ∀ i, τ i ≠ 0) (hB : ∀ i, C i * (v i ⬝ᵥ g) = -(e i / τ i)) :
    heatFlux e v = -(conductivity C τ v *ᵥ g) := by
  rw [conductivity_mulVec, heatFlux, ← Finset.sum_neg_distrib]
  refine Finset.sum_congr rfl fun i _ => ?_
  -- solve the Boltzmann equation for the deviation of mode `i`
  have h : e i = e i / τ i * τ i := (div_mul_cancel₀ _ (hτ i)).symm
  have he : e i = -(C i * τ i * (v i ⬝ᵥ g)) := by
    linear_combination h + τ i * hB i
  rw [he, neg_smul]
```

## Heat does not flow up the gradient

Taking the scalar product of $\kappa x$ with $x$ gives
$$x\cdot\kappa x=\sum_i C_i\tau_i(v_i\cdot x)^2.$$

```lean
/-- The quadratic form of the conductivity tensor is a weighted sum of squared velocity
projections. -/
theorem quadratic_form (C τ : ι → ℝ) (v : ι → Fin d → ℝ) (x : Fin d → ℝ) :
    x ⬝ᵥ conductivity C τ v *ᵥ x = ∑ i, C i * τ i * (v i ⬝ᵥ x) ^ 2 := by
  rw [conductivity_mulVec, dotProduct_sum]
  refine Finset.sum_congr rfl fun i _ => ?_
  rw [dotProduct_smul, smul_eq_mul, dotProduct_comm x (v i)]
  ring
```

If $C_i,\tau_i\ge0$, every term is nonnegative. Since $\kappa_{ab}=\kappa_{ba}$ as well, $\kappa$ is positive semidefinite. `PosSemidef` requires both facts, and the proof supplies the symmetry first, then the sign of the form.

```lean
/-- For nonnegative heat capacities and relaxation times the conductivity tensor is positive
semidefinite. -/
theorem conductivity_posSemidef (C τ : ι → ℝ) (v : ι → Fin d → ℝ)
    (hC : ∀ i, 0 ≤ C i) (hτ : ∀ i, 0 ≤ τ i) : (conductivity C τ v).PosSemidef := by
  refine PosSemidef.of_dotProduct_mulVec_nonneg ?_ fun x => ?_
  · refine IsHermitian.ext fun a b => ?_
    rw [star_trivial, conductivity_apply, conductivity_apply]
    exact Finset.sum_congr rfl fun i _ => by ring
  · rw [star_trivial, quadratic_form]
    exact Finset.sum_nonneg fun i _ => mul_nonneg (mul_nonneg (hC i) (hτ i)) (sq_nonneg _)
```

A sum of nonnegative terms vanishes only if each term does. So $x\cdot\kappa x=0$ exactly when every mode has $C_i\tau_i=0$ or $v_i\cdot x=0$.

```lean
/-- For nonnegative heat capacities and relaxation times, the quadratic form of the conductivity
vanishes along `x` exactly when each mode has `C τ = 0` or a velocity orthogonal to `x`. -/
theorem quadratic_form_eq_zero_iff (C τ : ι → ℝ) (v : ι → Fin d → ℝ)
    (hC : ∀ i, 0 ≤ C i) (hτ : ∀ i, 0 ≤ τ i) (x : Fin d → ℝ) :
    x ⬝ᵥ conductivity C τ v *ᵥ x = 0 ↔ ∀ i, C i * τ i = 0 ∨ v i ⬝ᵥ x = 0 := by
  rw [quadratic_form, Finset.sum_eq_zero_iff_of_nonneg
    (fun i _ => mul_nonneg (mul_nonneg (hC i) (hτ i)) (sq_nonneg _))]
  constructor
  · intro h i
    exact (mul_eq_zero.mp (h i (Finset.mem_univ i))).imp_right fun h2 => pow_eq_zero_iff two_ne_zero |>.mp h2
  · intro h i _
    rcases h i with h1 | h1 <;> rw [h1] <;> ring
```

## Cubic symmetry leaves one number

Relabelling the modes by $\sigma$ does not change the sum for $\kappa_{ab}$ (`relabel`). For $a\ne b$, the flip of axis $a$ reverses $v_{ia}$ and keeps $v_{ib}$, so $\kappa_{ab}=-\kappa_{ab}=0$ (`hneg`). Exchanging $a$ and $b$ gives $\kappa_{aa}=\kappa_{bb}$ (`diag`). The trace then fixes the diagonal (`trace`):
$$d\,\kappa_{aa}=\sum_c\kappa_{cc}=\sum_i C_i\tau_i|v_i|^2,\qquad \kappa=\frac1d\sum_i C_i\tau_i|v_i|^2\;\mathbf 1.$$
No signs of $C_i$ or $\tau_i$ are needed. For a relaxation-time calculation on a finite wavevector mesh, this gives a check on the computed tensor, provided that the sampled modes, with their velocities, heat capacities and lifetimes, have the assumed symmetry.

```lean
/-- Under cubic symmetry the conductivity tensor is isotropic: it equals
`(1/d) ∑ C τ |v|²` times the identity. -/
theorem conductivity_isotropic (C τ : ι → ℝ) (v : ι → Fin d → ℝ) (h : CubicSymmetry C τ v) :
    conductivity C τ v = (1 / (d : ℝ) * ∑ i, C i * τ i * speed (v i) ^ 2) • 1 := by
  -- relabelling the modes does not change a component of the tensor
  have relabel : ∀ (σ : Equiv.Perm ι) (a b : Fin d), conductivity C τ v a b =
      ∑ i, C (σ i) * τ (σ i) * v (σ i) a * v (σ i) b := fun σ a b => by
    rw [conductivity_apply]
    exact (Equiv.sum_comp σ (fun i => C i * τ i * v i a * v i b)).symm
  -- exchanging two axes makes the diagonal entries equal
  have diag : ∀ a b, conductivity C τ v a a = conductivity C τ v b b := fun a b => by
    obtain ⟨σ, hσ⟩ := h.swap a b
    rw [relabel σ a a, conductivity_apply]
    refine Finset.sum_congr rfl fun i _ => ?_
    obtain ⟨h1, h2, h3⟩ := hσ i
    have h4 : v (σ i) a = v i b := by rw [h3]; simp
    rw [h1, h2, h4]
  -- the trace collects the squared speeds
  have trace : ∑ c, conductivity C τ v c c = ∑ i, C i * τ i * speed (v i) ^ 2 := by
    simp only [conductivity_apply, speed_sq, Finset.mul_sum]
    rw [Finset.sum_comm]
    exact Finset.sum_congr rfl fun i _ => Finset.sum_congr rfl fun c _ => by ring
  ext a b
  rcases eq_or_ne a b with rfl | hab
  · have hd : (d : ℝ) ≠ 0 := Nat.cast_ne_zero.mpr (Fin.pos a).ne'
    have hsum : ∑ c, conductivity C τ v c c = d * conductivity C τ v a a := by
      rw [Finset.sum_congr rfl (fun c _ => diag c a)]
      simp
    rw [Matrix.smul_apply, Matrix.one_apply_eq, smul_eq_mul, mul_one, ← trace, hsum]
    field_simp
  · -- flipping one axis reverses the sign of an off-diagonal entry
    obtain ⟨σ, hσ⟩ := h.flip a
    have hneg : conductivity C τ v a b = -conductivity C τ v a b := by
      conv_lhs => rw [relabel σ a b]
      rw [conductivity_apply, ← Finset.sum_neg_distrib]
      refine Finset.sum_congr rfl fun i _ => ?_
      obtain ⟨h1, h2, h3⟩ := hσ i
      rw [h1, h2, h3, Function.update_self, Function.update_of_ne hab.symm]
      ring
    rw [Matrix.smul_apply, Matrix.one_apply_ne hab, smul_zero]
    linarith
```

The symmetry could also have been modelled with cyclic permutations of the axes in place of all exchanges. The diagonal entries would then be equated step by step round the cycle, and the same formula would follow from an assumption that is weaker for $d\ge3$ and equivalent for $d\le2$. Some cubic crystals guarantee only the weaker one: the point group $m\bar3$ of pyrite contains the flips and the cyclic permutations, but no exchange of two axes.

In the grey approximation, all modes share a speed $s$ and a mean free path $l=s\tau_i$. With cubic symmetry and $d=3$, each term becomes $C_i\tau_is^2=C_isl$, so
$$\kappa=\frac{C_{\text{total}}\,s\,l}{3}\,\mathbf 1,\qquad C_{\text{total}}=\sum_iC_i.$$

```lean
/-- Grey approximation in three dimensions: with cubic symmetry, a common speed `s` and a common
mean free path `l`, the conductivity is `C_total s l / 3` times the identity. -/
theorem grey_conductivity (C τ : ι → ℝ) (v : ι → Fin 3 → ℝ) (h : CubicSymmetry C τ v)
    (s l : ℝ) (hs : ∀ i, speed (v i) = s) (hl : ∀ i, s * τ i = l) :
    conductivity C τ v = ((∑ i, C i) * s * l / 3) • 1 := by
  have hsum : ∑ i, C i * τ i * speed (v i) ^ 2 = (∑ i, C i) * s * l := by
    rw [Finset.sum_mul, Finset.sum_mul]
    refine Finset.sum_congr rfl fun i _ => ?_
    rw [hs i, ← hl i]
    ring
  rw [conductivity_isotropic C τ v h, hsum]
  congr 1
  push_cast
  ring
```

## Modes towards the corners of a cube

The symmetry assumption is satisfied by $2^d$ modes with velocities $(\pm s,\dots,\pm s)$, equal heat capacities $c$ and equal relaxation times $t$; here $s$ is again a component, not the speed. A mode is a pattern of signs, stored as `Fin d → Bool`. Reversing one sign twice restores the pattern, so the flip is a permutation; an exchange of axes permutes the entries of the pattern.

In the smallest nontrivial case, $d=1$, two modes move with velocities $\pm s$ and $\kappa=2cts^2$. A $1\times1$ tensor is isotropic in any case, so symmetry first matters at $d=2$.

```lean
omit [Fintype ι] in
/-- Modes moving towards the corners of a `d`-dimensional cube, with equal heat capacities and
equal relaxation times, have cubic symmetry. -/
theorem cubicSymmetry_witness (c t s : ℝ) :
    CubicSymmetry (fun _ : Fin d → Bool => c) (fun _ => t) (cornerVelocity s) where
  flip a := by
    have hinv : Function.Involutive
        (fun i : Fin d → Bool => Function.update i a (!i a)) := fun i => by simp
    refine ⟨hinv.toPerm, fun i => ⟨rfl, rfl, ?_⟩⟩
    funext b
    change cornerVelocity s (Function.update i a (!i a)) b = _
    rcases eq_or_ne b a with rfl | hb
    · cases hi : i b <;> simp [cornerVelocity, hi]
    · simp [cornerVelocity, hb]
  swap a b := ⟨Equiv.arrowCongr (Equiv.swap a b) (Equiv.refl Bool), fun _ => ⟨rfl, rfl, rfl⟩⟩

end

end PhononConductivity
```

```lean
#print axioms PhononConductivity.conductivity_posSemidef
#print axioms PhononConductivity.quadratic_form_eq_zero_iff
#print axioms PhononConductivity.conductivity_isotropic
#print axioms PhononConductivity.grey_conductivity
```

```
'PhononConductivity.conductivity_posSemidef' depends on axioms: [propext, Classical.choice, Quot.sound]
'PhononConductivity.quadratic_form_eq_zero_iff' depends on axioms: [propext, Classical.choice, Quot.sound]
'PhononConductivity.conductivity_isotropic' depends on axioms: [propext, Classical.choice, Quot.sound]
'PhononConductivity.grey_conductivity' depends on axioms: [propext, Classical.choice, Quot.sound]
```
